# Löwdin orthonormalization of linearly independent projected orbitals: existence, uniqueness and least distance

Let $P$ be a complex matrix whose rows are local orbitals projected onto a finite band window, and suppose that $PP^\dagger$ is invertible. Then there is exactly one positive definite matrix $X$ for which the rows of $XP$ are orthonormal, and it satisfies $X^2=(PP^\dagger)^{-1}$. Among all orthonormal sets of the same number of orbitals in the window, $XP$ is the one closest to $P$, measured by the sum of the squared distances between corresponding orbitals.

In a crystal the construction can be applied at each k-point separately. Combining the orthonormal sets of all k-points, a step not treated here, gives Wannier functions in which an on-site Hubbard term can be written.

## Orbitals, window and distance

Let $\psi_j$ be the orthonormal states of the window and $\phi_i$ the local orbitals. The entry $P_{ij}=\langle\psi_j|\phi_i\rangle$ is the coefficient of $\psi_j$ in the projected orbital $\tilde\phi_i=\sum_j P_{ij}\psi_j$. Orbitals are labelled by the finite type `m` and band states by the finite type `n`. The overlap matrix has entries

$$(PP^\dagger)_{ik}=\sum_j P_{ij}\overline{P_{kj}}=\langle\tilde\phi_k|\tilde\phi_i\rangle .$$

It is invertible exactly when the projected orbitals are linearly independent. Physically, the window must be large enough, and have enough of the right character, to keep the projected orbitals linearly independent.

The Lean code starts from the matrix $P$. How its entries are computed in PAW, including the augmentation terms in the inner products, is not modelled, and neither is any relation between different k-points.

```lean
import Mathlib

open Matrix
open scoped ComplexOrder MatrixOrder

namespace LoewdinProjection

variable {m n : Type*} [Fintype m] [DecidableEq m] [Fintype n]
```

The conjugate transpose $P^\dagger$ is written `Pᴴ`. The predicate `IsLoewdin P X` collects two requirements: `X.PosDef`, which includes that $X$ is Hermitian, and $(XP)(XP)^\dagger=1$, which says that the new orbitals $\sum_k X_{ik}\tilde\phi_k$ are orthonormal.

```lean
/-- `X` is a Loewdin matrix for the projected orbitals `P` (one orbital per row): it is positive
definite and the transformed orbitals `X P` are orthonormal. -/
structure IsLoewdin (P : Matrix m n ℂ) (X : Matrix m m ℂ) : Prop where
  posDef : X.PosDef
  orthonormal : (X * P) * (X * P)ᴴ = 1
```

For two sets of orbitals $Q$ and $P$ in the window, `orbitalDist Q P` is

$$d(Q,P)=\sum_{i,j}|Q_{ij}-P_{ij}|^2 .$$

It compares orbital $i$ of one set with orbital $i$ of the other, so relabelling one set can change the distance. Although called a distance, it is a sum of squares with no root taken.

```lean
/-- The summed squared distance between two sets of orbitals expanded in the band window. -/
noncomputable def orbitalDist (Q P : Matrix m n ℂ) : ℝ :=
  ∑ i, ∑ j, ‖Q i j - P i j‖ ^ 2
```

## (a) The distance as a trace

Show that

$$d(Q,P)=\operatorname{Re}\operatorname{tr}\big[(Q-P)(Q-P)^\dagger\big].$$

Put $D=Q-P$. The diagonal entries of $DD^\dagger$ are $(DD^\dagger)_{ii}=\sum_j D_{ij}\overline{D_{ij}}=\sum_j|D_{ij}|^2$, and summing over $i$ gives $d(Q,P)$. The trace is already real; the real part appears because a Lean trace of a complex matrix has type `ℂ`, while the distance has type `ℝ`.

The proof unfolds both sides into double sums and compares them term by term, using $z\bar z=|z|^2$.

```lean
omit [DecidableEq m] in
/-- The summed squared distance between two sets of orbitals is the trace of the overlap matrix
of their differences. -/
theorem orbitalDist_eq_trace (Q P : Matrix m n ℂ) :
    orbitalDist Q P = ((Q - P) * (Q - P)ᴴ).trace.re := by
  simp only [orbitalDist, Matrix.trace, Matrix.diag_apply, Matrix.mul_apply,
    Matrix.conjTranspose_apply, Matrix.sub_apply, Complex.re_sum]
  refine Finset.sum_congr rfl fun i _ => Finset.sum_congr rfl fun j _ => ?_
  rw [Complex.star_def, Complex.mul_conj, Complex.ofReal_re, Complex.normSq_eq_norm_sq]
```

## (b) Positivity of a trace form

Let $S$ be a positive definite matrix on the orbital index and $D\neq0$ a matrix of the same shape as $P$. Show that

$$\operatorname{Re}\operatorname{tr}(D^\dagger S D)>0 .$$

Write $d_j$ for column $j$ of $D$. Then

$$\operatorname{tr}(D^\dagger SD)=\sum_j d_j^\dagger S d_j .$$

A zero column contributes $0$ and a nonzero column contributes a positive number. Since $D\neq0$, at least one column is nonzero, so the sum is positive.

In Lean, `h` is the column decomposition and `hpos` the positivity of each nonzero column. The lemma `Finset.sum_pos'` then asks for the two facts just used: no term is negative, and some term is positive. The second is shown by contradiction, since otherwise every entry of $D$ would vanish.

```lean
omit [DecidableEq m] in
/-- A positive definite metric `S` gives every nonzero set of column vectors `D` a strictly
positive total squared length. -/
theorem trace_form_pos {S : Matrix m m ℂ} (hS : S.PosDef) {D : Matrix m n ℂ} (hD : D ≠ 0) :
    0 < (Dᴴ * S * D).trace.re := by
  -- the trace is a sum of one quadratic form per column
  have h : (Dᴴ * S * D).trace
      = ∑ j, star (fun i => D i j) ⬝ᵥ (S *ᵥ fun i => D i j) := by
    rw [Matrix.mul_assoc]
    rfl
  have hpos : ∀ j, (fun i => D i j) ≠ 0 →
      0 < (star (fun i => D i j) ⬝ᵥ (S *ᵥ fun i => D i j)).re := fun j hj =>
    (Complex.pos_iff.mp (hS.dotProduct_mulVec_pos hj)).1
  rw [h, Complex.re_sum]
  apply Finset.sum_pos'
  · intro j _
    by_cases hj : (fun i => D i j) = 0
    · rw [hj]
      simp
    · exact (hpos j hj).le
  · by_contra hcon
    apply hD
    ext i j
    by_contra hij
    exact hcon ⟨j, Finset.mem_univ j, hpos j fun h0 => hij (congrFun h0 i)⟩
```

## (c) Positive definite matrices with equal squares

Let $X$ and $Y$ be positive definite. Show that

$$X^2=Y^2\quad\Longrightarrow\quad X=Y .$$

The matrices need not commute, so $X^2-Y^2$ does not factor directly. Put $D=X-Y$, which is Hermitian, and use the cyclic property of the trace on the second term:

$$\begin{aligned}
\operatorname{tr}\big(D(X+Y)D\big)&=\operatorname{tr}(DXD)+\operatorname{tr}(DYD)\\
&=\operatorname{tr}(DXD)+\operatorname{tr}(DDY)\\
&=\operatorname{tr}\big(D(X^2-XY+XY-Y^2)\big)\\
&=\operatorname{tr}\big(D(X^2-Y^2)\big)=0 .
\end{aligned}$$

The sum $X+Y$ is positive definite. If $D$ were nonzero, part (b) with $S=X+Y$ would make the same trace positive. Hence $D=0$.

Positivity is needed: the $1\times1$ matrices $1$ and $-1$ have equal squares.

The `calc` block follows these lines. `Matrix.trace_mul_comm` is the cyclic step, and `noncomm_ring` expands the products without changing the order of the factors.

```lean
omit [DecidableEq m] in
/-- Two positive definite matrices with the same square are equal. -/
theorem posDef_eq_of_sq_eq {X Y : Matrix m m ℂ} (hX : X.PosDef) (hY : Y.PosDef)
    (h : X * X = Y * Y) : X = Y := by
  classical
  by_contra hne
  have hpos := trace_form_pos (hX.add hY) (sub_ne_zero.mpr hne)
  have hD : (X - Y)ᴴ = X - Y := by
    rw [Matrix.conjTranspose_sub, hX.isHermitian.eq, hY.isHermitian.eq]
  -- cyclicity of the trace turns the quadratic form into the difference of the squares
  have hzero : ((X - Y) * (X + Y) * (X - Y)).trace = 0 := by
    calc ((X - Y) * (X + Y) * (X - Y)).trace
        = ((X - Y) * (X * (X - Y))).trace + (((X - Y) * Y) * (X - Y)).trace := by
          rw [← Matrix.trace_add]
          congr 1
          noncomm_ring
      _ = ((X - Y) * (X * (X - Y))).trace + ((X - Y) * ((X - Y) * Y)).trace := by
          rw [Matrix.trace_mul_comm ((X - Y) * Y) (X - Y)]
      _ = ((X - Y) * (X * X - Y * Y)).trace := by
          rw [← Matrix.trace_add]
          congr 1
          noncomm_ring
      _ = 0 := by rw [h, sub_self, Matrix.mul_zero, Matrix.trace_zero]
  rw [hD, hzero] at hpos
  exact lt_irrefl _ hpos
```

## (d) What orthonormality says about the square

Let $X$ satisfy `IsLoewdin P X`. Show that

$$(PP^\dagger)X^2=1 .$$

Since $X^\dagger=X$, orthonormality reads

$$1=(XP)(XP)^\dagger=X\,(PP^\dagger X).$$

Thus $PP^\dagger X$ is a right inverse of the square matrix $X$. In finite dimension it is also a left inverse, so $(PP^\dagger X)X=1$.

The equation `h1` is $X\,(PP^\dagger X)=1$, and `mul_eq_one_comm` exchanges the two factors.

```lean
/-- The square of a Loewdin matrix is a right inverse of the orbital overlap matrix. -/
theorem overlap_mul_sq {P : Matrix m n ℂ} {X : Matrix m m ℂ} (h : IsLoewdin P X) :
    (P * Pᴴ) * (X * X) = 1 := by
  have h1 : X * ((P * Pᴴ) * X) = 1 := by
    have h0 := h.orthonormal
    rw [Matrix.conjTranspose_mul, h.posDef.isHermitian.eq] at h0
    simpa only [Matrix.mul_assoc] using h0
  have h2 := mul_eq_one_comm.mp h1
  rwa [Matrix.mul_assoc] at h2
```

## (e) Existence, uniqueness and the formula

Let $PP^\dagger$ be invertible. Show that exactly one $X$ satisfies `IsLoewdin P X`, and that every such $X$ obeys

$$X^2=(PP^\dagger)^{-1}.$$

The formula follows from (d), because a right inverse of a square matrix is its inverse.

For existence, note that $PP^\dagger$ is positive semidefinite, and so is its inverse. Diagonalize the inverse as $(PP^\dagger)^{-1}=U\operatorname{diag}(\lambda_i)U^\dagger$ with $U$ unitary, and set $R=U\operatorname{diag}(\sqrt{\lambda_i})U^\dagger$. Then $R$ is positive semidefinite and $R^2=(PP^\dagger)^{-1}$, so

$$R\,(R\,PP^\dagger)=1 .$$

Hence $R$ is invertible, and a positive semidefinite invertible matrix is positive definite. Exchanging the factors gives $R\,PP^\dagger R=1$, which is $(RP)(RP)^\dagger=1$.

For uniqueness, let $Y$ be another solution. Then $Y^2=(PP^\dagger)^{-1}=R^2$, and (c) gives $Y=R$.

As an example, take two orbitals and three band states:

$$P=\tfrac13\begin{pmatrix}2&1&0\\2&0&1\end{pmatrix},\qquad PP^\dagger=\tfrac19\begin{pmatrix}5&4\\4&5\end{pmatrix}.$$

The overlap has eigenvalue $1$ on $(1,1)$ and $\tfrac19$ on $(1,-1)$. The inverse square root therefore has eigenvalues $1$ and $3$ on the same vectors, so that

$$X=\begin{pmatrix}2&-1\\-1&2\end{pmatrix},\qquad XP=\tfrac13\begin{pmatrix}2&2&-1\\2&-1&2\end{pmatrix}.$$

Both rows of $XP$ have length $1$, and their inner product is $(4-2-2)/9=0$.

If $X$ is not required to be positive definite, both conclusions fail. For $P=(1)$, the numbers $X=1$ and $X=i$ both make $XP$ normalized, and $i^2=-1$ is not the inverse overlap.

In the Lean statement, `IsUnit (P * Pᴴ)` is the invertibility hypothesis and `∃!` means that there is exactly one. The proof obtains the square root from `CFC.sqrt` instead of an explicit diagonalization; `hL` shows that it is a solution, and the last line applies (c).

```lean
/-- **Loewdin orthonormalization.** If the overlap matrix of the projected orbitals is invertible,
there is exactly one Loewdin matrix, and its square is the inverse overlap matrix. -/
theorem existsUnique_loewdin (P : Matrix m n ℂ) (hP : IsUnit (P * Pᴴ)) :
    (∃! X, IsLoewdin P X) ∧ ∀ X, IsLoewdin P X → X ^ 2 = (P * Pᴴ)⁻¹ := by
  have hsq : ∀ X, IsLoewdin P X → X * X = (P * Pᴴ)⁻¹ := fun X hX =>
    (Matrix.inv_eq_right_inv (overlap_mul_sq hX)).symm
  refine ⟨?_, fun X hX => by rw [pow_two, hsq X hX]⟩
  -- the candidate is the positive square root of the inverse overlap
  have hB : (P * Pᴴ)⁻¹.PosSemidef := (Matrix.posSemidef_self_mul_conjTranspose P).inv
  obtain ⟨R, hR, hRR⟩ : ∃ R : Matrix m m ℂ, R.PosSemidef ∧ R * R = (P * Pᴴ)⁻¹ :=
    ⟨CFC.sqrt (P * Pᴴ)⁻¹, Matrix.nonneg_iff_posSemidef.mp (CFC.sqrt_nonneg _),
      CFC.sqrt_mul_sqrt_self _ (Matrix.nonneg_iff_posSemidef.mpr hB)⟩
  have h1 : R * (R * (P * Pᴴ)) = 1 := by
    rw [← Matrix.mul_assoc, hRR,
      Matrix.nonsing_inv_mul _ ((Matrix.isUnit_iff_isUnit_det _).mp hP)]
  have h2 := mul_eq_one_comm.mp h1
  have hRpos : R.PosDef := hR.posDef_iff_isUnit.mpr ⟨⟨R, R * (P * Pᴴ), h1, h2⟩, rfl⟩
  have hL : IsLoewdin P R := by
    refine ⟨hRpos, ?_⟩
    rw [Matrix.conjTranspose_mul, hRpos.isHermitian.eq]
    simpa only [Matrix.mul_assoc] using h2
  exact ⟨R, hL, fun Y hY =>
    posDef_eq_of_sq_eq hY.posDef hRpos ((hsq Y hY).trans hRR.symm)⟩
```

## (f) Invertibility is necessary

Suppose that some $X$ satisfies `IsLoewdin P X`. Show that

$$PP^\dagger\ \text{is invertible}.$$

Part (d) gives $(PP^\dagger)X^2=1$. For square matrices this also gives $X^2(PP^\dagger)=1$, so $X^2$ is a two-sided inverse.

A window that is too small shows the obstruction. Two orbitals projected onto one band state may give

$$P=\tfrac1{\sqrt2}\begin{pmatrix}1\\1\end{pmatrix},\qquad PP^\dagger=\tfrac12\begin{pmatrix}1&1\\1&1\end{pmatrix},$$

which is singular. Whatever $X$ is, $XP$ consists of two vectors in a one-dimensional space, and these cannot be orthonormal.

The Lean proof supplies $X^2$ together with both products, which is what `IsUnit` requires.

```lean
/-- If a Loewdin matrix exists, the overlap matrix of the projected orbitals is invertible. -/
theorem isUnit_overlap {P : Matrix m n ℂ} {X : Matrix m m ℂ} (h : IsLoewdin P X) :
    IsUnit (P * Pᴴ) :=
  ⟨⟨P * Pᴴ, X * X, overlap_mul_sq h, mul_eq_one_comm.mp (overlap_mul_sq h)⟩, rfl⟩
```

## (g) The excess distance of another orthonormal set

Let $X$ satisfy `IsLoewdin P X`, and let $Q$ be any set of orbitals in the window with $QQ^\dagger=1$. Show that

$$d(Q,P)=d(XP,P)+\operatorname{Re}\operatorname{tr}\big[(Q-XP)^\dagger X^{-1}(Q-XP)\big].$$

Write $L=XP$ and $S=X^{-1}$. Then $P=SL$, and since $S$ is Hermitian, $P^\dagger=L^\dagger S$. For any $K$ with $KK^\dagger=1$,

$$(K-P)(K-P)^\dagger=1-KL^\dagger S-SLK^\dagger+PP^\dagger .$$

Take the trace for $K=Q$ and for $K=L$, where $LL^\dagger=1$, and subtract. The terms $1$ and $PP^\dagger$ cancel, and the cyclic property leaves

$$\begin{aligned}
&2\operatorname{tr}S-\operatorname{tr}(SQL^\dagger)-\operatorname{tr}(SLQ^\dagger)\\
&\quad=\operatorname{tr}\big(S(1-QL^\dagger-LQ^\dagger+1)\big)\\
&\quad=\operatorname{tr}\big(S(Q-L)(Q-L)^\dagger\big)\\
&\quad=\operatorname{tr}\big((Q-L)^\dagger S(Q-L)\big).
\end{aligned}$$

Taking real parts and using (a) gives the claim.

The code uses the same letters: `generalize` replaces $XP$ by `L` and $X^{-1}$ by `S`. The equation `e` is the expansion for a general $K$, `e4` expands the overlap of $Q-L$, and `e3` is the final cyclic step.

```lean
/-- For any orthonormal set `Q` in the band window, the summed squared distance to the projected
orbitals `P` equals that of the Loewdin set `X P` plus the total squared length of `Q - X P` in the
metric `X⁻¹`. -/
theorem orbitalDist_eq_add {P Q : Matrix m n ℂ} {X : Matrix m m ℂ} (h : IsLoewdin P X)
    (hQ : Q * Qᴴ = 1) :
    orbitalDist Q P = orbitalDist (X * P) P
      + ((Q - X * P)ᴴ * X⁻¹ * (Q - X * P)).trace.re := by
  have hPL : P = X⁻¹ * (X * P) := by
    rw [← Matrix.mul_assoc, Matrix.nonsing_inv_mul _
      ((Matrix.isUnit_iff_isUnit_det _).mp h.posDef.isUnit), Matrix.one_mul]
  have hS : (X⁻¹)ᴴ = X⁻¹ := h.posDef.inv.isHermitian.eq
  have hL := h.orthonormal
  rw [orbitalDist_eq_trace, orbitalDist_eq_trace, ← Complex.add_re]
  congr 1
  generalize X * P = L at hPL hL ⊢
  generalize X⁻¹ = S at hPL hS ⊢
  have hPH : Pᴴ = Lᴴ * S := by rw [hPL, Matrix.conjTranspose_mul, hS]
  -- overlap of the difference from `P`, for any orthonormal set
  have e : ∀ K : Matrix m n ℂ, K * Kᴴ = 1 →
      (K - P) * (K - P)ᴴ = 1 - K * Lᴴ * S - S * (L * Kᴴ) + P * Pᴴ := by
    intro K hK
    have a1 : K * Pᴴ = K * Lᴴ * S := by rw [hPH, Matrix.mul_assoc]
    have a2 : P * Kᴴ = S * (L * Kᴴ) := by rw [← Matrix.mul_assoc, ← hPL]
    rw [Matrix.conjTranspose_sub, Matrix.sub_mul, Matrix.mul_sub, Matrix.mul_sub, hK, a1, a2]
    abel
  have e3 : ((Q - L)ᴴ * S * (Q - L)).trace = (S * ((Q - L) * (Q - L)ᴴ)).trace := by
    rw [Matrix.mul_assoc, Matrix.trace_mul_comm, Matrix.mul_assoc]
  have e4 : (Q - L) * (Q - L)ᴴ = 1 - Q * Lᴴ - L * Qᴴ + 1 := by
    rw [Matrix.conjTranspose_sub, Matrix.sub_mul, Matrix.mul_sub, Matrix.mul_sub, hQ, hL]
    abel
  rw [e3, e Q hQ, e L hL, e4, hL]
  simp only [Matrix.mul_add, Matrix.mul_sub, Matrix.mul_one, Matrix.one_mul,
    Matrix.trace_add, Matrix.trace_sub]
  rw [Matrix.trace_mul_comm (Q * Lᴴ) S]
  ring
```

## (h) The closest orthonormal set

With $X$ and $Q$ as in (g), suppose that $Q\neq XP$. Show that

$$d(XP,P)<d(Q,P).$$

The inverse $X^{-1}$ is positive definite and $Q-XP$ is nonzero. By (b), the last term in (g) is strictly positive.

For the matrix $P$ of part (e), the rows of $XP-P$ are $\tfrac13(0,1,-1)$ and $\tfrac13(0,-1,1)$, so $d(XP,P)=\tfrac49\approx0.444$. Gram–Schmidt, starting from the first row, gives the orthonormal set

$$q_1=\frac{(2,1,0)}{\sqrt5},\qquad q_2=\frac{(2,-4,5)}{\sqrt{45}},$$

whose distance from $P$ is $\tfrac{28}{9}-\tfrac{16}{3\sqrt5}\approx0.726$. Gram–Schmidt keeps the direction of the first orbital and turns only the second, whereas the Löwdin set here moves both by the same amount.

The Lean proof rewrites with (g) and applies (b) to $X^{-1}$. The comparison covers sets with the same orbital labels as $P$, all inside the window.

```lean
/-- The Loewdin orbitals are strictly closer to the projected orbitals than any other
orthonormal set in the band window. -/
theorem loewdin_closest {P Q : Matrix m n ℂ} {X : Matrix m m ℂ} (h : IsLoewdin P X)
    (hQ : Q * Qᴴ = 1) (hne : Q ≠ X * P) :
    orbitalDist (X * P) P < orbitalDist Q P := by
  rw [orbitalDist_eq_add h hQ]
  exact lt_add_of_pos_right _ (trace_form_pos h.posDef.inv (sub_ne_zero.mpr hne))

end LoewdinProjection
```

```lean
#print axioms LoewdinProjection.existsUnique_loewdin
#print axioms LoewdinProjection.isUnit_overlap
#print axioms LoewdinProjection.loewdin_closest
```

```
'LoewdinProjection.existsUnique_loewdin' depends on axioms: [propext, Classical.choice, Quot.sound]
'LoewdinProjection.isUnit_overlap' depends on axioms: [propext, Classical.choice, Quot.sound]
'LoewdinProjection.loewdin_closest' depends on axioms: [propext, Classical.choice, Quot.sound]
```
